# For a disordered SSH ring, $\det Q$ winds once under a twist if $|\prod w|>|\prod v|$ and not at all if $|\prod w|<|\prod v|$

**Q:** Take a ring of dimers whose bonds all differ. Cell $i$ has an A site and a B site. The hopping amplitude to its B site is $v_i$ from its own A site and $w_i$ from the A site of the next cell. Disorder has removed the Bloch momentum, so what is left to wind?

**A:** A flux through the ring. Its phase $e^{i\varphi}$ is put on one of the $w$ bonds, and $\varphi$ takes the place of momentum. For non-interacting electrons on a finite ring, two products of hoppings then give the winding without a scan over $\varphi$.

```lean
import Mathlib

open Complex Matrix

namespace TwistedSSHRing

noncomputable section

variable {n : ℕ}
```

**Q:** Which matrix carries the phase?

**A:** The block $Q(\varphi)$ that takes amplitudes on the A sites to the B sites. With only A–B hopping and all on-site energies zero, the Hamiltonian consists of $Q$ and $Q^\dagger$ off the diagonal. Row $i$ of $Q$ has $v_i$ on the diagonal and $w_i$ in column $i+1$, counted cyclically.

```lean
/-- The matrix of a ring of `n + 1` cells with on-cell amplitudes `a i` on the diagonal and
amplitudes `b i` linking cell `i` to the cyclically next cell `i + 1`. -/
def cyclicBidiagonal (a b : Fin (n + 1) → ℂ) : Matrix (Fin (n + 1)) (Fin (n + 1)) ℂ :=
  Matrix.of fun i j => (if j = i then a i else 0) + (if j = i + 1 then b i else 0)
```

The twist multiplies the last link. Cells run from $0$ to $n$, so the textbook $N$ is $n+1$. The hoppings are complex, which includes real ones.

```lean
/-- The off-diagonal block `Q(φ)` of the disordered SSH ring: intracell hoppings `v i`,
intercell hoppings `w i`, and a twist `exp (i φ)` on the link that closes the ring. -/
def ringBlock (v w : Fin (n + 1) → ℂ) (φ : ℝ) : Matrix (Fin (n + 1)) (Fin (n + 1)) ℂ :=
  cyclicBidiagonal v fun i => w i * (if i = Fin.last n then Complex.exp (φ * I) else 1)
```

**Q:** And is "winding" really a count of turns?

**A:** It is the usual logarithmic integral, typed as a complex number. For a smooth closed loop that avoids zero, it counts the turns. Using $Q^\dagger$ or reversing the twist would flip its sign. If a $v$ bond carried the same flux instead, the winding of $\det Q$ would be lower by 1.

```lean
/-- The winding number about zero, `(2πi)⁻¹ ∫ f'(φ) / f(φ) dφ` over one period, of a smooth
`2π`-periodic loop `f` that avoids zero. -/
def winding (f : ℝ → ℂ) : ℂ :=
  (2 * Real.pi * I)⁻¹ * ∫ φ in (0 : ℝ)..2 * Real.pi, deriv f φ / f φ
```

**Q:** Show me the determinant first.

**A:** Write $a_i$ for the diagonal entries and $b_i$ for the links. The first column contains only $a_0$, in the first row, and $b_n$, in the last. Deleting the first row and column leaves an upper triangular matrix with diagonal $a_1,\dots,a_n$. Deleting the last row and first column leaves a lower triangular one with diagonal $b_0,\dots,b_{n-1}$. The second cofactor has sign $(-1)^n$, so
$$\det=\prod_i a_i+(-1)^n\prod_i b_i .$$
In Lean, `next_iff` turns "next cell" into a statement about integers, which `omega` can settle.

```lean
/-- On a ring, cell `j` follows cell `i` either by one step or by closing the ring from the
last cell to the first. -/
theorem next_iff (i j : Fin (n + 1)) :
    j = i + 1 ↔ (j : ℕ) = i + 1 ∨ ((i : ℕ) = n ∧ (j : ℕ) = 0) := by
  have hi := i.isLt
  have hj := j.isLt
  rw [Fin.ext_iff, Fin.val_add_one]
  split_ifs with h <;> simp only [Fin.ext_iff, Fin.val_last] at h <;> omega
```

The steps `hcol`, `h0` and `hl` are the column and the two minors.

```lean
/-- The determinant of a ring with nearest-neighbour links in one direction has two terms:
all cells stay put, or all move one step around the ring. -/
theorem det_cyclicBidiagonal (a b : Fin (n + 1) → ℂ) :
    (cyclicBidiagonal a b).det = ∏ i, a i + (-1) ^ n * ∏ i, b i := by
  -- the first column has entries only in the first and the last row
  have hcol : ∀ i, cyclicBidiagonal a b i 0 =
      (if i = 0 then a i else 0) + (if i = Fin.last n then b i else 0) := by
    intro i
    have e0 : (0 = i) ↔ i = 0 := eq_comm
    have e : (0 = i + 1) ↔ i = Fin.last n := by
      rw [next_iff, Fin.ext_iff, Fin.val_last]
      simp
    show (if 0 = i then a i else 0) + (if 0 = i + 1 then b i else 0) =
      (if i = 0 then a i else 0) + (if i = Fin.last n then b i else 0)
    exact congrArg₂ (fun x y : ℂ => x + y) (if_congr e0 rfl rfl) (if_congr e rfl rfl)
  -- deleting the first row leaves an upper triangular matrix
  have h0 : ((cyclicBidiagonal a b).submatrix Fin.succ Fin.succ).det
      = ∏ i : Fin n, a i.succ := by
    rw [Matrix.det_of_isUpperTriangular]
    · refine Finset.prod_congr rfl fun i _ => ?_
      have hi : (i.succ : ℕ) = i + 1 := rfl
      have h2 : ¬ i.succ = i.succ + 1 := by rw [next_iff]; omega
      simp only [cyclicBidiagonal, Matrix.submatrix_apply, Matrix.of_apply, if_neg h2,
        if_true, add_zero]
    · intro i j hij
      have hij' : (j : ℕ) < i := hij
      have hi : (i.succ : ℕ) = i + 1 := rfl
      have hj : (j.succ : ℕ) = j + 1 := rfl
      have h1 : ¬ j.succ = i.succ := by rw [Fin.ext_iff]; omega
      have h2 : ¬ j.succ = i.succ + 1 := by rw [next_iff]; omega
      simp only [cyclicBidiagonal, Matrix.submatrix_apply, Matrix.of_apply, if_neg h1,
        if_neg h2, add_zero]
  -- deleting the last row leaves a lower triangular matrix
  have hl : ((cyclicBidiagonal a b).submatrix Fin.castSucc Fin.succ).det
      = ∏ i : Fin n, b i.castSucc := by
    rw [Matrix.det_of_isLowerTriangular]
    · refine Finset.prod_congr rfl fun i _ => ?_
      have hi : (i.castSucc : ℕ) = i := rfl
      have hj : (i.succ : ℕ) = i + 1 := rfl
      have h1 : ¬ i.succ = i.castSucc := by rw [Fin.ext_iff]; omega
      have h2 : i.succ = i.castSucc + 1 := by rw [next_iff]; omega
      simp only [cyclicBidiagonal, Matrix.submatrix_apply, Matrix.of_apply, if_neg h1,
        if_pos h2, zero_add]
    · intro i j hij
      have hij' : (i : ℕ) < j := Fin.lt_def.1 (OrderDual.toDual_lt_toDual.1 hij)
      have hi : (i.castSucc : ℕ) = i := rfl
      have hj : (j.succ : ℕ) = j + 1 := rfl
      have h1 : ¬ j.succ = i.castSucc := by rw [Fin.ext_iff]; omega
      have h2 : ¬ j.succ = i.castSucc + 1 := by rw [next_iff]; omega
      simp only [cyclicBidiagonal, Matrix.submatrix_apply, Matrix.of_apply, if_neg h1,
        if_neg h2, add_zero]
  rw [Matrix.det_succ_column_zero]
  simp only [hcol, mul_add, add_mul, Finset.sum_add_distrib, mul_ite, ite_mul, mul_zero,
    zero_mul, Finset.sum_ite_eq', Finset.mem_univ, if_true]
  rw [Fin.succAbove_zero, Fin.succAbove_last, h0, hl, Fin.prod_univ_succ a,
    Fin.prod_univ_castSucc b]
  simp only [Fin.val_zero, Fin.val_last]
  ring
```

The phase enters the link product once, and $(-1)^n=-(-1)^N$. Hence
$$\det Q(\varphi)=\prod_i v_i-(-1)^N e^{i\varphi}\prod_i w_i .$$

```lean
/-- For a ring of `N = n + 1` cells, `det Q(φ) = ∏ v - (-1)^N exp (i φ) ∏ w`. -/
theorem det_ringBlock (v w : Fin (n + 1) → ℂ) (φ : ℝ) :
    (ringBlock v w φ).det
      = ∏ i, v i - (-1) ^ (n + 1) * Complex.exp (φ * I) * ∏ i, w i := by
  rw [ringBlock, det_cyclicBidiagonal]
  simp only [Finset.prod_mul_distrib, Finset.prod_ite_eq', Finset.mem_univ, if_true]
  ring
```

**Q:** What happens at the smallest size?

**A:** For $N=1$ both hoppings fall in the single matrix entry and $Q=v_0+w_0e^{i\varphi}$, as the formula says. For $N=2$ it gives $v_0v_1-e^{i\varphi}w_0w_1$.

**Q:** Now the winding.

**A:** Set $A=\prod v_i$ and $B=-(-1)^N\prod w_i$, so the loop is $f=A+Be^{i\varphi}$. With $z=e^{i\varphi}$ and $dz=iz\,d\varphi$,
$$\frac{f'}{f}\,d\varphi=\frac{iBz}{A+Bz}\,d\varphi=\frac{B}{A+Bz}\,dz .$$

```lean
/-- The winding integral of the loop `A + B exp (i φ)` is a contour integral over the unit
circle. -/
theorem winding_eq_contour (A B : ℂ) :
    winding (fun φ : ℝ => A + B * Complex.exp (φ * I))
      = (2 * Real.pi * I)⁻¹ * ∮ z in C(0, 1), B / (A + B * z) := by
  unfold winding circleIntegral
  congr 1
  apply intervalIntegral.integral_congr
  intro φ _
  have h1 : HasDerivAt (fun x : ℝ => (x : ℂ) * I) I φ := by
    simpa using (hasDerivAt_id φ).ofReal_comp.mul_const I
  have hd : HasDerivAt (fun x : ℝ => A + B * Complex.exp (x * I))
      (B * (Complex.exp (φ * I) * I)) φ := (h1.cexp.const_mul B).const_add A
  simp only [hd.deriv, deriv_circleMap]
  simp only [circleMap, smul_eq_mul, ofReal_one, zero_add, one_mul]
  ring
```

If $|A|<|B|$, the integrand is $1/(z+A/B)$. Its pole lies inside the unit circle, the integral is $2\pi i$, and the winding is 1. If $|B|<|A|$, the denominator has no zero in the closed disc, since $A=-Bz$ would force $|A|\le|B|$. Cauchy's theorem then gives 0. The two branches of the proof follow these cases.

```lean
/-- The circle `A + B exp (i φ)` winds once around zero if `|A| < |B|` and not at all if
`|B| < |A|`. -/
theorem winding_circle (A B : ℂ) :
    (‖A‖ < ‖B‖ → winding (fun φ : ℝ => A + B * Complex.exp (φ * I)) = 1) ∧
    (‖B‖ < ‖A‖ → winding (fun φ : ℝ => A + B * Complex.exp (φ * I)) = 0) := by
  rw [winding_eq_contour]
  constructor
  · intro h
    -- the pole at `-A / B` lies inside the unit circle
    have hpos : 0 < ‖B‖ := lt_of_le_of_lt (norm_nonneg A) h
    have hB : B ≠ 0 := norm_pos_iff.1 hpos
    have hf : (fun z : ℂ => B / (A + B * z)) = fun z => (z - -(A / B))⁻¹ := by
      funext z
      have h1 : B * (A / B) = A := by field_simp
      have h2 : A + B * z = B * (z - -(A / B)) := by linear_combination -h1
      rw [h2, div_mul_eq_div_div, div_self hB, one_div]
    have hmem : -(A / B) ∈ Metric.ball (0 : ℂ) 1 := by
      rw [mem_ball_zero_iff, norm_neg, norm_div, div_lt_one hpos]
      exact h
    rw [hf, circleIntegral.integral_sub_inv_of_mem_ball hmem]
    exact inv_mul_cancel₀ Complex.two_pi_I_ne_zero
  · intro h
    -- the integrand is holomorphic on the closed unit disc
    have hd : ∀ z ∈ Metric.closedBall (0 : ℂ) 1,
        DifferentiableAt ℂ (fun z : ℂ => B / (A + B * z)) z := by
      intro z hz
      have hz1 : ‖z‖ ≤ 1 := mem_closedBall_zero_iff.1 hz
      have hne : A + B * z ≠ 0 := by
        intro h0
        have h1 : ‖A‖ = ‖B‖ * ‖z‖ := by
          rw [eq_neg_of_add_eq_zero_left h0, norm_neg, norm_mul]
        nlinarith [norm_nonneg B]
      exact (differentiableAt_const B).div
        ((differentiableAt_const A).add ((differentiableAt_const B).mul differentiableAt_id)) hne
    rw [Complex.circleIntegral_eq_zero_of_differentiable_on_off_countable zero_le_one
      Set.countable_empty (fun z hz => (hd z hz).continuousAt.continuousWithinAt)
      (fun z hz => hd z (Metric.ball_subset_closedBall hz.1)), mul_zero]
```

Since $|B|=|\prod w_i|$, substituting the determinant gives the result for the ring.

```lean
/-- As the twist runs through one period, `det Q(φ)` winds once around zero if
`|∏ v| < |∏ w|`, and not at all if `|∏ w| < |∏ v|`. -/
theorem winding_ringBlock (v w : Fin (n + 1) → ℂ) :
    (‖∏ i, v i‖ < ‖∏ i, w i‖ → winding (fun φ => (ringBlock v w φ).det) = 1) ∧
    (‖∏ i, w i‖ < ‖∏ i, v i‖ → winding (fun φ => (ringBlock v w φ).det) = 0) := by
  have hf : (fun φ : ℝ => (ringBlock v w φ).det) = fun φ : ℝ =>
      ∏ i, v i + (-((-1) ^ (n + 1) * ∏ i, w i)) * Complex.exp (φ * I) := by
    funext φ
    rw [det_ringBlock]
    ring
  have hn : ‖-((-1) ^ (n + 1) * ∏ i, w i)‖ = ‖∏ i, w i‖ := by
    simp only [norm_neg, norm_mul, norm_pow, norm_one, one_pow, one_mul]
  have h := winding_circle (∏ i, v i) (-((-1) ^ (n + 1) * ∏ i, w i))
  rw [hn] at h
  rw [hf]
  exact h
```

**Q:** Does the loop avoid zero in both cases?

**A:** Yes. A zero mode $Q\psi=0$ with $\psi\neq0$ requires $\prod v_i=(-1)^Ne^{i\varphi}\prod w_i$, hence equal moduli. Conversely, if the moduli are equal and nonzero, the ratio $\prod v_i/\big((-1)^N\prod w_i\big)$ has modulus one, and its argument is the required twist. If both products vanish, any twist works.

```lean
/-- The block `Q(φ)` has a zero mode at some twist `φ` exactly when `|∏ v| = |∏ w|`. -/
theorem exists_zero_mode_iff (v w : Fin (n + 1) → ℂ) :
    (∃ φ : ℝ, ∃ ψ, ψ ≠ 0 ∧ ringBlock v w φ *ᵥ ψ = 0) ↔ ‖∏ i, v i‖ = ‖∏ i, w i‖ := by
  simp only [Matrix.exists_mulVec_eq_zero_iff, det_ringBlock]
  constructor
  · rintro ⟨φ, h⟩
    rw [sub_eq_zero.1 h]
    simp only [norm_mul, norm_pow, norm_neg, norm_one, one_pow, one_mul,
      Complex.norm_exp_ofReal_mul_I]
  · intro h
    by_cases hw : ∏ i, w i = 0
    · have hv : ∏ i, v i = 0 := by rw [← norm_eq_zero, h, hw, norm_zero]
      exact ⟨0, by rw [hv, hw, mul_zero, sub_zero]⟩
    · -- the required phase factor has modulus one, so its argument is the twist
      have hne : (-1 : ℂ) ^ (n + 1) * ∏ i, w i ≠ 0 :=
        mul_ne_zero (pow_ne_zero _ (neg_ne_zero.2 one_ne_zero)) hw
      obtain ⟨z, hz⟩ : ∃ z : ℂ, z * ((-1) ^ (n + 1) * ∏ i, w i) = ∏ i, v i :=
        ⟨_, div_mul_cancel₀ _ hne⟩
      have hz1 : ‖z‖ = 1 := by
        have h1 := congrArg norm hz
        simp only [norm_mul, norm_pow, norm_neg, norm_one, one_pow, one_mul] at h1
        exact mul_right_cancel₀ (norm_ne_zero_iff.2 hw) (by rw [h1, h, one_mul])
      have he : Complex.exp (z.arg * I) = z := by
        have h2 := Complex.norm_mul_exp_arg_mul_I z
        rwa [hz1, ofReal_one, one_mul] at h2
      refine ⟨z.arg, ?_⟩
      rw [he]
      linear_combination -hz
```

**Q:** Give me numbers.

**A:** Take $N=3$, $v=(1,2,1)$ and $w=(3,\tfrac12,2)$. The products are 2 and 3, so $\det Q=2+3e^{i\varphi}$. This circle crosses the real axis at $5$ and $-1$ and winds once, although $w_1<v_1$. Lower $w_2$ to 1 and it becomes $2+\tfrac32e^{i\varphi}$, crossing at $3.5$ and $0.5$, with winding 0.

**Q:** Disorder papers compare averages of logarithms.

**A:** For nonzero hoppings, averages over the cells of this ring give the same criterion: $\sum_i\log|v_i|$ against $\sum_i\log|w_i|$, each divided by $N$. An average over the disorder distribution is a different quantity and can disagree with the winding of a particular finite ring. The step `key` exponentiates each sum to recover the modulus of the product.

```lean
/-- For nonzero hoppings the winding is 1 if the sum of `log |v i|` is below that of
`log |w i|`, and 0 if it is above. -/
theorem winding_of_sum_log (v w : Fin (n + 1) → ℂ) (hv : ∀ i, v i ≠ 0) (hw : ∀ i, w i ≠ 0) :
    (∑ i, Real.log ‖v i‖ < ∑ i, Real.log ‖w i‖ →
      winding (fun φ => (ringBlock v w φ).det) = 1) ∧
    (∑ i, Real.log ‖w i‖ < ∑ i, Real.log ‖v i‖ →
      winding (fun φ => (ringBlock v w φ).det) = 0) := by
  -- exponentiating a sum of logarithms gives the modulus of the product
  have key : ∀ u : Fin (n + 1) → ℂ, (∀ i, u i ≠ 0) →
      Real.exp (∑ i, Real.log ‖u i‖) = ‖∏ i, u i‖ := by
    intro u hu
    rw [Real.exp_sum, norm_prod]
    exact Finset.prod_congr rfl fun i _ => Real.exp_log (norm_pos_iff.2 (hu i))
  constructor
  · intro h
    apply (winding_ringBlock v w).1
    rw [← key v hv, ← key w hw]
    exact Real.exp_lt_exp.2 h
  · intro h
    apply (winding_ringBlock v w).2
    rw [← key v hv, ← key w hw]
    exact Real.exp_lt_exp.2 h

end

end TwistedSSHRing
```

**Q:** So an open chain with these bonds has end states when the winding is 1?

**A:** That step needs a separate argument. The theorems concern the closed, finite ring.

```lean
#print axioms TwistedSSHRing.winding_ringBlock
#print axioms TwistedSSHRing.exists_zero_mode_iff
#print axioms TwistedSSHRing.winding_of_sum_log
```

```
'TwistedSSHRing.winding_ringBlock' depends on axioms: [propext, Classical.choice, Quot.sound]
'TwistedSSHRing.exists_zero_mode_iff' depends on axioms: [propext, Classical.choice, Quot.sound]
'TwistedSSHRing.winding_of_sum_log' depends on axioms: [propext, Classical.choice, Quot.sound]
```
